# An azimuthal harmonic sums to zero over a ring of N evenly spaced sites when N does not divide its order

Place N ≥ 1 sites on a ring at the angles 2πj/N, with j running from 0 to N − 1, and take a natural number k that N does not divide. The theorem `ring_harmonic` states that the cosine and the sine of k times the site angle, both of unit amplitude, each sum to zero over the sites. The attempt joins the two into powers of one complex number, the k-th power of exp(2πi/N). This number is not 1 but its N-th power is, so its geometric sum over the N sites vanishes, and the real and imaginary parts of that sum are the two claims.

An attempt in Lean 4 with a fault in it:

```lean
import Mathlib

open Real Matrix

namespace RingHarmonic

noncomputable section

/-- An azimuthal harmonic of order `k` sums to zero over a ring of `N ≥ 1` evenly spaced
sites when `N` does not divide `k`. -/
theorem ring_harmonic (N k : ℕ) (hN : N ≠ 0) (hk : ¬ N ∣ k) :
    ∑ j ∈ Finset.range N, cos (k * (2 * π * j / N)) = 0 ∧
    ∑ j ∈ Finset.range N, sin (k * (2 * π * j / N)) = 0 := by
  have hζ := Complex.isPrimitiveRoot_exp N hN
  have h1 : Complex.exp (2 * π * Complex.I / N) ^ k ≠ 1 :=
    fun h => hk (hζ.dvd_of_pow_eq_one k h)
  have h2 : (Complex.exp (2 * π * Complex.I / N) ^ k) ^ N = 1 := by
    rw [← pow_mul, mul_comm, pow_mul, hζ.pow_eq_one, one_pow]
  -- the geometric sum of a nontrivial root of unity vanishes
  have h3 := mul_neg_geom_sum (Complex.exp (2 * π * Complex.I / N) ^ k) N
  rw [h2, sub_self] at h3
  have hsum := (mul_eq_zero.mp h3).resolve_left (sub_ne_zero.mpr h1.symm)
  have hterm : ∀ j : ℕ, (Complex.exp (2 * π * Complex.I / N) ^ k) ^ j =
      Complex.exp (((k * (2 * π * j / N) : ℝ) : ℂ) * Complex.I) := by
    intro j
    rw [← pow_mul, ← Complex.exp_nat_mul]
    congr 1
    push_cast
    ring
  rw [Finset.sum_congr rfl (fun j _ => hterm j)] at hsum
  -- real and imaginary parts are the two claims
  constructor
  · have h := congrArg Complex.re hsum
    simp only [Complex.re_sum, Complex.exp_ofReal_mul_I_re, Complex.zero_re] at h
    exact h
  · have h := congrArg Complex.im hsum
    simp only [Complex.im_sum, Complex.exp_ofReal_mul_I_im, Complex.zero_im] at h
    exact h

end

end RingHarmonic
```

Messages:

```
Main.lean:18:38: error: Tactic `rewrite` failed: Did not find an occurrence of the pattern
  Complex.exp (2 * ↑π * Complex.I / ↑N) ^ N
in the target expression
  (Complex.exp (Complex.I * (2 * ↑π) / ↑N) ^ k) ^ N = 1

N k : ℕ
hN : N ≠ 0
hk : ¬N ∣ k
hζ : IsPrimitiveRoot (Complex.exp (2 * ↑π * Complex.I / ↑N)) N
h1 : Complex.exp (2 * ↑π * Complex.I / ↑N) ^ k ≠ 1
⊢ (Complex.exp (Complex.I * (2 * ↑π) / ↑N) ^ k) ^ N = 1
```

Cause. The error is in the proof of `h2`, that the N-th power of the complex number is 1. The message says that `rw` cannot find `Complex.exp (2 * ↑π * Complex.I / ↑N) ^ N`, the left side of `hζ.pow_eq_one`, in the goal.

After `← pow_mul` the exponent is `k * N`, and `mul_comm` was meant to turn it into `N * k`. Given no arguments, `mul_comm` can match any product, and it took the one inside the exponential: the goal in the message has `Complex.I * (2 * ↑π)` where `2 * ↑π * Complex.I` stood. The exponent stayed `k * N`, so `pow_mul` split it back into a `k`-th power raised to the `N`. The base was now written differently and the powers were in the wrong order, so the pattern was absent.

The repair writes `mul_comm k N`, which can match only `k * N`. The exponent becomes `N * k`, `pow_mul` puts the `N`-th power innermost, `hζ.pow_eq_one` replaces it by 1, and `one_pow` finishes.

Lean accepts the file once it reads:

```diff
@@ -16,5 +16,5 @@
     fun h => hk (hζ.dvd_of_pow_eq_one k h)
   have h2 : (Complex.exp (2 * π * Complex.I / N) ^ k) ^ N = 1 := by
-    rw [← pow_mul, mul_comm, pow_mul, hζ.pow_eq_one, one_pow]
+    rw [← pow_mul, mul_comm k N, pow_mul, hζ.pow_eq_one, one_pow]
   -- the geometric sum of a nontrivial root of unity vanishes
   have h3 := mul_neg_geom_sum (Complex.exp (2 * π * Complex.I / N) ^ k) N
```
